# Integrating out a Gaussian interaction field gives the screened interaction v/(1 − vP) when v > 0 and vP < 1

Two charges placed in a solid do not feel the bare Coulomb repulsion, because the electrons around them polarize and weaken it. In constrained RPA I split that polarization in two: the part from transitions within the bands of my model is left for the model itself to treat, and all the rest screens the bare v down to a Hubbard-like U. The field-theoretic account replaces the interaction by a fluctuating field x with Gaussian weight exp(−a x²/2), where a = 1/v − P, and couples an external charge ρ to it by exp(iρx). Averaging over x should then give exp(−ρ²W/2) with W = v/(1 − vP).

I know the manipulation, but I would like to see it made rigorous and machine-checked, including the conditions under which the integral exists. Does it extend to several modes, and does screening in two steps really give the same W as screening in one?

## Yes, for any finite set of decoupled modes with vP < 1

The usual assumption P ≤ 0 is more than you need. For v > 0, the exact condition for a convergent Gaussian weight is vP < 1, and P ≤ 0 implies it. Under that condition the average has the form you expect, mode by mode. The two-step screening agrees with the one-step screening when the polarization used in the first step satisfies the same condition.

### Completing the square in each mode

Start with one mode. The stiffness of the field is

a = 1/v − P = (1 − vP)/v.

Since v > 0, a is positive exactly when vP < 1. Its inverse is the screened interaction:

1/a = v/(1 − vP) = W.

The weight exp(−a x²/2) is integrable over the real line exactly when a > 0. At a = 0 it is the constant 1, and for a < 0 it grows.

Now include the charge and complete the square:

−a x²/2 + iρx = −(a/2)(x − iρ/a)² − ρ²/(2a).

The function exp(−a z²/2) is entire and decays as Re z → ±∞ within any horizontal strip, so the line of integration can be shifted back to the real axis. What remains is the ordinary Gaussian integral:

∫ exp(−a x²/2 + iρx) dx = √(2π/a) · exp(−ρ²/(2a)).

Dividing by the same integral at ρ = 0 removes the square root and leaves exp(−ρ²/(2a)) = exp(−ρ²W/2).

For several modes, labelled by q, the field has one real amplitude φ_q per mode, and the exponent is a sum of one-mode exponents. The exponential of the sum is a product, and the integral of a product of functions of separate variables is the product of the integrals:

∫ exp(−Σ a_q φ_q²/2 + i Σ ρ_q φ_q) dφ = Π √(2π/a_q) · exp(−ρ_q²/(2a_q)).

The square roots again cancel in the ratio, so the average is

⟨exp(i Σ ρ_q φ_q)⟩ = exp(−½ Σ ρ_q² W_q), with W_q = v_q/(1 − v_q P_q).

### Dyson equation, weakening, and screening in two steps

The same W solves the Dyson equation. Collecting terms in W = v + vPW gives (1 − vP)W = v, which has exactly one solution when vP ≠ 1. The geometric series v + vPv + vPvPv + … sums to this value only for |vP| < 1, whereas the Gaussian integral also covers strong screening, vP ≤ −1.

In the stable regime, multiplying W < v by 1 − vP > 0 gives v < v − v²P, which holds exactly when P < 0. Negative polarization is therefore precisely what weakens the repulsion.

For constrained RPA, write P = Pr + Pd, with Pd from transitions within the target space and Pr from all other transitions, including those between the target space and the other bands. Assume vPr < 1 and v(Pr + Pd) < 1. Then U = v/(1 − vPr) is positive, and

1 − U·Pd = (1 − v(Pr + Pd))/(1 − vPr) > 0.

Dividing U by this expression cancels the factor 1 − vPr:

U/(1 − U·Pd) = v/(1 − v(Pr + Pd)).

In terms of stiffness, 1/U − Pd = 1/v − Pr − Pd: polarizations add in the inverse interaction, so screening by Pd first gives the same result whenever that first step is defined, that is, when vPd ≠ 1.

### How the Lean objects map to the physics

The index type `ι` is the finite set of modes, and `v`, `P` and `ρ` are real functions on it: bare interaction, static polarization and external charge. `screened v P` is W in its closed form, and `stiffness v P` is a. Interactions are measured in units of the thermal energy, which makes the exponents dimensionless.

`generating v P ρ` is the complex-valued integral over all fields `φ : ι → ℝ`, with ordinary volume as the measure. The factor ½ sits in the action and the source enters as +i Σ ρφ. `sourceAverage v P ρ` divides this by its value at zero charge.

The main theorem, `sourceAverage_eq_exp_screened`, assumes `0 < v q` and `v q * P q < 1` for every mode. Its right-hand side is a real exponential viewed as a complex number, so the theorem also says that the average is real and positive. Your one-variable formula is the case of a single mode. With no modes at all, both sides are 1.

The supporting theorems answer your other questions:

- `integrable_weight_iff` says that, for v > 0, one mode's weight is integrable exactly when vP < 1.
- `dyson_iff` says that W is the only solution of the Dyson equation when vP ≠ 1.
- `screened_lt_bare_iff` ties weakening to the sign of P.
- `constrained_screening` combines three statements: U is positive, the second screening step is stable, and its result is the fully screened W.

The polarization is an input. In a microscopic treatment, P comes from integrating out the electrons and keeping only the term quadratic in the field, which is the RPA step; here the quadratic action is the starting point. The modes are also decoupled, so v and P are diagonal in the same basis, and in the two-step theorem so are Pr and Pd. Frequency dependence and the matrix structure of a multi-orbital calculation are absent. U is here the partially screened interaction of one mode, whereas the Hubbard parameters of a calculation are matrix elements of the partially screened interaction between localized orbitals. Within this static, diagonal model, the composition rule expresses the bookkeeping behind a constrained-RPA U: target-space screening is left out of U so that solving the model does not count it twice.

```lean
import Mathlib

open MeasureTheory

namespace ConstrainedRPA

noncomputable section

/-- The screened interaction `v / (1 - v P)` for bare interaction `v` and polarization `P`. -/
def screened (v P : ℝ) : ℝ := v / (1 - v * P)

/-- The coefficient of `φ² / 2` in the action of the interaction field `φ`. -/
def stiffness (v P : ℝ) : ℝ := 1 / v - P

/-- The Gaussian integral over the interaction field, one real amplitude per mode,
with the field coupled to the external charges `ρ`. -/
def generating {ι : Type*} [Fintype ι] (v P ρ : ι → ℝ) : ℂ :=
  ∫ φ : ι → ℝ, Complex.exp
    (-((∑ q, stiffness (v q) (P q) * φ q ^ 2 / 2 : ℝ) : ℂ)
      + Complex.I * ((∑ q, ρ q * φ q : ℝ) : ℂ))

/-- The average of `exp (i ∑ ρ φ)` over the Gaussian interaction field. -/
def sourceAverage {ι : Type*} [Fintype ι] (v P ρ : ι → ℝ) : ℂ :=
  generating v P ρ / generating v P 0

/-- The screened interaction is the inverse of the stiffness of the interaction field. -/
theorem screened_eq_inv_stiffness {v : ℝ} (hv : v ≠ 0) (P : ℝ) :
    screened v P = (stiffness v P)⁻¹ := by
  have h : stiffness v P = (1 - v * P) / v := by
    unfold stiffness
    field_simp
  rw [h, inv_div, screened]

/-- For a repulsive bare interaction, the stiffness is positive exactly when `v P < 1`. -/
theorem stiffness_pos_iff {v : ℝ} (hv : 0 < v) (P : ℝ) :
    0 < stiffness v P ↔ v * P < 1 := by
  rw [stiffness, sub_pos, lt_div_iff₀ hv, mul_comm]

/-- The Gaussian weight of one field mode is integrable exactly when `v P < 1`. -/
theorem integrable_weight_iff {v : ℝ} (hv : 0 < v) (P : ℝ) :
    Integrable (fun x : ℝ => Real.exp (-(stiffness v P * x ^ 2 / 2))) ↔ v * P < 1 := by
  have h : (fun x : ℝ => Real.exp (-(stiffness v P * x ^ 2 / 2)))
      = fun x : ℝ => Real.exp (-(stiffness v P / 2) * x ^ 2) := by
    funext x
    congr 1
    ring
  rw [h, integrable_exp_neg_mul_sq_iff, ← stiffness_pos_iff hv P]
  constructor <;> intro h <;> linarith

/-- The Gaussian integral over one field mode of stiffness `a` coupled to a charge `ρ`. -/
theorem integral_one_mode {a : ℝ} (ha : 0 < a) (ρ : ℝ) :
    ∫ x : ℝ, Complex.exp (-((a : ℂ) * (x : ℂ) ^ 2 / 2) + Complex.I * (ρ : ℂ) * (x : ℂ))
      = (2 * (Real.pi : ℂ) / (a : ℂ)) ^ (1 / 2 : ℂ)
        * Complex.exp (-((ρ : ℂ) ^ 2 / (2 * (a : ℂ)))) := by
  have ha' : (a : ℂ) ≠ 0 := Complex.ofReal_ne_zero.2 ha.ne'
  have hb : (((-(a / 2) : ℝ) : ℂ)).re < 0 := by
    rw [Complex.ofReal_re]
    linarith
  have h := integral_cexp_quadratic hb (Complex.I * (ρ : ℂ)) 0
  have e1 : (Real.pi : ℂ) / -((-(a / 2) : ℝ) : ℂ) = 2 * (Real.pi : ℂ) / (a : ℂ) := by
    push_cast
    field_simp
  -- completing the square turns the imaginary source into a decaying factor
  have e2 : (0 : ℂ) - (Complex.I * (ρ : ℂ)) ^ 2 / (4 * ((-(a / 2) : ℝ) : ℂ))
      = -((ρ : ℂ) ^ 2 / (2 * (a : ℂ))) := by
    push_cast
    rw [mul_pow, Complex.I_sq]
    field_simp
    ring
  rw [e1, e2] at h
  rw [← h]
  refine integral_congr_ae (Filter.Eventually.of_forall fun x => ?_)
  beta_reduce
  congr 1
  push_cast
  ring

/-- The integral over the whole interaction field is a product of one-mode Gaussians. -/
theorem generating_eq_prod {ι : Type*} [Fintype ι] (v P ρ : ι → ℝ)
    (hv : ∀ q, 0 < v q) (hP : ∀ q, v q * P q < 1) :
    generating v P ρ = ∏ q, ((2 * (Real.pi : ℂ) / (stiffness (v q) (P q) : ℂ)) ^ (1 / 2 : ℂ)
      * Complex.exp (-((ρ q : ℂ) ^ 2 / (2 * (stiffness (v q) (P q) : ℂ))))) := by
  unfold generating
  calc
    _ = ∫ φ : ι → ℝ, ∏ q, Complex.exp (-((stiffness (v q) (P q) : ℂ) * (φ q : ℂ) ^ 2 / 2)
          + Complex.I * (ρ q : ℂ) * (φ q : ℂ)) := by
        refine integral_congr_ae (Filter.Eventually.of_forall fun φ => ?_)
        beta_reduce
        rw [← Complex.exp_sum]
        congr 1
        push_cast
        simp only [Finset.sum_add_distrib, Finset.sum_neg_distrib, Finset.mul_sum, mul_assoc]
    _ = ∏ q, ∫ x : ℝ, Complex.exp (-((stiffness (v q) (P q) : ℂ) * (x : ℂ) ^ 2 / 2)
          + Complex.I * (ρ q : ℂ) * (x : ℂ)) :=
        integral_fintype_prod_volume_eq_prod
          (f := fun (q : ι) (x : ℝ) =>
            Complex.exp (-((stiffness (v q) (P q) : ℂ) * (x : ℂ) ^ 2 / 2)
              + Complex.I * (ρ q : ℂ) * (x : ℂ)))
    _ = _ := Finset.prod_congr rfl fun q _ =>
        integral_one_mode ((stiffness_pos_iff (hv q) (P q)).2 (hP q)) (ρ q)

/-- Integrating out the interaction field leaves the external charges coupled, mode by mode, through
the screened interaction. -/
theorem sourceAverage_eq_exp_screened {ι : Type*} [Fintype ι] (v P ρ : ι → ℝ)
    (hv : ∀ q, 0 < v q) (hP : ∀ q, v q * P q < 1) :
    sourceAverage v P ρ
      = ((Real.exp (-(∑ q, ρ q ^ 2 * screened (v q) (P q)) / 2) : ℝ) : ℂ) := by
  rw [sourceAverage, generating_eq_prod v P ρ hv hP, generating_eq_prod v P 0 hv hP,
    ← Finset.prod_div_distrib]
  -- in each mode the fluctuation prefactor cancels
  have key : ∀ q, ((2 * (Real.pi : ℂ) / (stiffness (v q) (P q) : ℂ)) ^ (1 / 2 : ℂ)
      * Complex.exp (-((ρ q : ℂ) ^ 2 / (2 * (stiffness (v q) (P q) : ℂ)))))
      / ((2 * (Real.pi : ℂ) / (stiffness (v q) (P q) : ℂ)) ^ (1 / 2 : ℂ)
      * Complex.exp (-((((0 : ι → ℝ) q : ℝ) : ℂ) ^ 2 / (2 * (stiffness (v q) (P q) : ℂ)))))
      = Complex.exp (-((ρ q : ℂ) ^ 2 * (screened (v q) (P q) : ℂ) / 2)) := by
    intro q
    have ha := (stiffness_pos_iff (hv q) (P q)).2 (hP q)
    have hbase : 2 * (Real.pi : ℂ) / (stiffness (v q) (P q) : ℂ) ≠ 0 :=
      div_ne_zero (mul_ne_zero two_ne_zero (Complex.ofReal_ne_zero.2 Real.pi_ne_zero))
        (Complex.ofReal_ne_zero.2 ha.ne')
    have hc : (2 * (Real.pi : ℂ) / (stiffness (v q) (P q) : ℂ)) ^ (1 / 2 : ℂ) ≠ 0 := by
      rw [Ne, Complex.cpow_eq_zero_iff]
      rintro ⟨h, _⟩
      exact hbase h
    have h0 : Complex.exp (-((((0 : ι → ℝ) q : ℝ) : ℂ) ^ 2
        / (2 * (stiffness (v q) (P q) : ℂ)))) = 1 := by simp
    rw [mul_div_mul_left _ _ hc, h0, div_one, screened_eq_inv_stiffness (hv q).ne']
    congr 1
    push_cast
    ring
  rw [Finset.prod_congr rfl (fun q _ => key q), ← Complex.exp_sum, Complex.ofReal_exp]
  congr 1
  push_cast
  rw [neg_div, Finset.sum_div, Finset.sum_neg_distrib]

/-- Away from `v P = 1`, the screened interaction is the only solution of the Dyson equation
`W = v + v P W`. -/
theorem dyson_iff {v P : ℝ} (h : v * P ≠ 1) (W : ℝ) :
    W = v + v * P * W ↔ W = screened v P := by
  rw [screened, eq_div_iff (sub_ne_zero.2 h.symm)]
  constructor <;> intro hW <;> linear_combination hW

/-- In the stable regime, the screened interaction is weaker than the bare one exactly when
the polarization is negative. -/
theorem screened_lt_bare_iff {v P : ℝ} (hv : 0 < v) (h : v * P < 1) :
    screened v P < v ↔ P < 0 := by
  rw [screened, div_lt_iff₀ (sub_pos.2 h)]
  constructor
  · intro hW
    by_contra hP
    nlinarith [mul_nonneg (mul_pos hv hv).le (not_lt.1 hP)]
  · intro hP
    nlinarith [mul_pos (mul_pos hv hv) (neg_pos.2 hP)]

/-- Screening by the rest polarization `Pr` gives a repulsive interaction `U`; screening `U` by
the target-space polarization `Pd` is stable and gives the fully screened interaction. -/
theorem constrained_screening {v Pr Pd : ℝ} (hv : 0 < v) (hr : v * Pr < 1)
    (ht : v * (Pr + Pd) < 1) :
    0 < screened v Pr ∧ screened v Pr * Pd < 1 ∧
      screened (screened v Pr) Pd = screened v (Pr + Pd) := by
  have h : 0 < 1 - v * Pr := sub_pos.2 hr
  have h' : 1 - v * Pr ≠ 0 := h.ne'
  refine ⟨div_pos hv h, ?_, ?_⟩
  · rw [screened, div_mul_eq_mul_div, div_lt_one h]
    linarith
  · -- both denominators share the factor from the first screening step
    have e : 1 - v / (1 - v * Pr) * Pd = (1 - v * (Pr + Pd)) / (1 - v * Pr) := by
      rw [eq_div_iff h', sub_mul, div_mul_eq_mul_div, div_mul_cancel₀ _ h']
      ring
    unfold screened
    rw [e, div_div_div_cancel_right₀ h']

end

end ConstrainedRPA
```

```lean
#print axioms ConstrainedRPA.sourceAverage_eq_exp_screened
-- 'ConstrainedRPA.sourceAverage_eq_exp_screened' depends on axioms: [propext, Classical.choice, Quot.sound]
#print axioms ConstrainedRPA.dyson_iff
-- 'ConstrainedRPA.dyson_iff' depends on axioms: [propext, Classical.choice, Quot.sound]
#print axioms ConstrainedRPA.screened_lt_bare_iff
-- 'ConstrainedRPA.screened_lt_bare_iff' depends on axioms: [propext, Classical.choice, Quot.sound]
#print axioms ConstrainedRPA.constrained_screening
-- 'ConstrainedRPA.constrained_screening' depends on axioms: [propext, Classical.choice, Quot.sound]
```

### How the proof follows the calculation

`screened_eq_inv_stiffness` and `stiffness_pos_iff` are the two opening observations: 1/a = W, and a > 0 exactly when vP < 1. `integrable_weight_iff` rewrites the weight as exp(−(a/2)x²) and applies Mathlib's criterion for such functions.

`integral_one_mode` does the Gaussian integral. Mathlib's `integral_cexp_quadratic` evaluates the integral of exp(bx² + cx + d) for complex coefficients with Re b < 0, and so contains both the completed square and the contour shift. The proof sets b = −a/2, c = iρ and d = 0. The equation `e1` turns the general prefactor into 2π/a, whose square root is written as the complex power 1/2. The equation `e2` uses i² = −1 to turn the source term into −ρ²/(2a).

`generating_eq_prod` is the factorization, in three steps:

1. The exponential of the sum is rewritten as a product of exponentials.
2. `integral_fintype_prod_volume_eq_prod` exchanges the integral of the product for the product of integrals.
3. `integral_one_mode` evaluates each factor, with its positivity condition supplied by `stiffness_pos_iff`.

The main theorem applies this factorization to the numerator and the denominator and combines the two products into a product of ratios. The statement `key` simplifies one ratio. Cancelling the prefactor requires it to be nonzero, which is `hc`; the zero-charge exponential equals 1, which is `h0`; and replacing the inverse stiffness by W gives exp(−ρ_q²W_q/2). The product of these exponentials is then turned back into the exponential of a sum.

The remaining theorems are algebra. In `dyson_iff`, clearing the nonzero denominator makes the two equations rearrangements of each other. In `screened_lt_bare_iff`, the comparison reduces to the sign of v²P, and `nlinarith` is given the relevant product with v² in each direction. In `constrained_screening`, the equation `e` is the formula for 1 − U·Pd above, and the last rewrite cancels the common factor 1 − vPr.

### A real source instead of an imaginary one

If the charge couples through exp(Σ ρ_q φ_q), without the i, the same argument gives

⟨exp(Σ ρ_q φ_q)⟩ = exp(+½ Σ ρ_q² W_q)

under the same conditions. The square is now completed by a real shift, x − ρ/a, and the leftover term changes sign. Read as a Boltzmann factor, this makes two like charges in the same mode attract each other, whereas the imaginary coupling makes them repel. The file treats only the imaginary coupling; for the real one, c = ρ would replace c = iρ in the one-mode integral.
